# Second-order mixing that imitates a hyperfine octupole constant for I = J = 3/2

Let x = F(F+1) label the four hyperfine levels F = 0, 1, 2, 3 of an atomic level with I = J = 3/2. A shift x(12−x)(a+bx), with a and b real, agrees at all four levels with a polynomial in x of degree at most two if and only if b = 0. A fit by a centroid and the dipole, quadrupole and octupole constants A, B, C then returns C = −9b/5.

Second-order mixing with a single J' = 1/2 level, with the coupling given below, produces a shift of this form. Pure dipole coupling gives b = 0. A quadrupole part gives b ≠ 0, except at one ratio of the two strengths. Within this one-partner model, an octupole constant fitted to hyperfine intervals therefore contains a mixing contribution whenever b ≠ 0. That contribution has to be subtracted before a nuclear octupole moment is inferred from C.

```lean
import Mathlib

open Finset

namespace HyperfineOctupoleMimicry

noncomputable section
```

## Levels, shifts and quadratic patterns

The level variable takes the values x = 0, 2, 6, 12 for F = 0, 1, 2, 3. In Lean, F is a natural number and x is real.

```lean
/-- The variable `x = F(F+1)` that labels a hyperfine level. -/
def xF (F : ℕ) : ℝ := F * (F + 1)
```

The shift vanishes at x = 0 and x = 12. At the two middle levels it is

F = 1: 20(a + 2b) = 20a + 40b

F = 2: 36(a + 6b) = 36a + 216b.

```lean
/-- The shift `x(12-x)(a+bx)` of the level `F`, for `I = J = 3/2`. -/
def shift (a b : ℝ) (F : ℕ) : ℝ := xF F * (12 - xF F) * (a + b * xF F)
```

The dipole term of the first-order energy is linear in x, and the quadrupole term is quadratic. A pattern of shifts can thus be absorbed by a centroid, A and B exactly when a polynomial of degree at most two passes through all four values. `IsQuadratic` states this; its condition `F ≤ 3` restricts the comparison to the levels that exist.

```lean
/-- A pattern of shifts of the levels `F = 0,1,2,3` is quadratic if a polynomial of degree at
most two in `F(F+1)` reproduces it at all four levels. -/
def IsQuadratic (s : ℕ → ℝ) : Prop :=
  ∃ p : Polynomial ℝ, p.natDegree ≤ 2 ∧ ∀ F ≤ 3, p.eval (xF F) = s F
```

## First-order energy

The usual formulas are written in

K = F(F+1) − I(I+1) − J(J+1).

```lean
/-- The combination `K = F(F+1) - I(I+1) - J(J+1)`. -/
def casimirK (I J : ℝ) (F : ℕ) : ℝ := xF F - I * (I + 1) - J * (J + 1)
```

The convention for the constants is the one in which the stretched level F = I + J has energy AIJ + B/4 + C. The formula is taken as a definition and is not derived from the multipole operators.

```lean
/-- First-order hyperfine energy with dipole, quadrupole and octupole constants `A`, `B`, `C`,
for spins `I, J ≥ 3/2`. -/
def hyperfineEnergy (I J A B C : ℝ) (F : ℕ) : ℝ :=
  A * casimirK I J F / 2
  + B * (3 / 2 * casimirK I J F * (casimirK I J F + 1) - 2 * I * (I + 1) * J * (J + 1))
      / (4 * I * (2 * I - 1) * J * (2 * J - 1))
  + C * (5 * casimirK I J F ^ 2 * (casimirK I J F / 4 + 1)
      + casimirK I J F * (I * (I + 1) + J * (J + 1) + 3 - 3 * I * (I + 1) * J * (J + 1))
      - 5 * I * (I + 1) * J * (J + 1))
      / (I * (I - 1) * (2 * I - 1) * J * (J - 1) * (2 * J - 1))
```

## Coupling to a J' = 1/2 level

With I = 3/2, a J' = 1/2 level has only F = 1 and F = 2, so the coupling must vanish at F = 0 and F = 3. The model takes

V(F) = √(x(12−x)) · (d + q(x−5)),

where d and q are real dipole and quadrupole strengths, both absorbing the reduced matrix elements. The values are

V(1) = √20 · (d − 3q), V(2) = 6(d + q).

This form is assumed; the angular-momentum algebra behind it is not formalised.

```lean
/-- Model coupling of the `J = 3/2` level `F` to a `J' = 1/2` level with the same `F`, for
`I = 3/2`, with dipole strength `d` and quadrupole strength `q`. -/
def coupling (d q : ℝ) (F : ℕ) : ℝ :=
  Real.sqrt (xF F * (12 - xF F)) * (d + q * (xF F - 5))
```

The second-order shift is V²/Δ. Here Δ is the energy of the J = 3/2 level minus that of its partner, so it is positive when the J = 3/2 level lies higher. It is treated as one constant, with the hyperfine structure in the denominator neglected. Other partner levels and higher orders are left out.

```lean
/-- Second-order shift: the squared coupling over the separation `Δ ≠ 0` of the two
fine-structure levels. -/
def mixingShift (d q Δ : ℝ) (F : ℕ) : ℝ := coupling d q F ^ 2 / Δ
```

## Only b = 0 gives a quadratic pattern

Suppose that c₀ + c₁x + c₂x² matches the shift at the four levels. Then

x = 0: c₀ = 0

x = 12: 12c₁ + 144c₂ = 0, so c₁ = −12c₂

x = 2: 2c₁ + 4c₂ = −20c₂ = 20a + 40b, so c₂ = −a − 2b

x = 6: 6c₁ + 36c₂ = −36c₂ = 36a + 216b, so c₂ = −a − 6b.

The last two lines give b = 0. Conversely, for b = 0 the shift is itself the quadratic 12ax − ax².

All four levels are needed for the forward direction. With a = 0 and b = 1, the polynomial 12x + 4x² gives the correct values 0, 40 and 216 at F = 0, 1, 2, although b ≠ 0; it fails only at F = 3, where it gives 720 instead of 0.

In the proof, `e` writes the polynomial through its three coefficients, and `linarith` carries out the elimination. The converse supplies the quadratic explicitly.

```lean
/-- The shift `x(12-x)(a+bx)` agrees at `F = 0,1,2,3` with a polynomial of degree at most two
in `x = F(F+1)` if and only if `b = 0`. -/
theorem shift_isQuadratic_iff (a b : ℝ) : IsQuadratic (shift a b) ↔ b = 0 := by
  constructor
  · rintro ⟨p, hp, h⟩
    -- write the polynomial through its three coefficients
    have e : ∀ x : ℝ, p.eval x = p.coeff 0 + p.coeff 1 * x + p.coeff 2 * x ^ 2 := by
      intro x
      rw [Polynomial.eval_eq_sum_range' (show p.natDegree < 3 by omega)]
      simp [Finset.sum_range_succ]
    have h0 := h 0 (by norm_num)
    have h1 := h 1 (by norm_num)
    have h2 := h 2 (by norm_num)
    have h3 := h 3 (by norm_num)
    simp only [e, shift, xF] at h0 h1 h2 h3
    push_cast at h0 h1 h2 h3
    -- the four equations eliminate the coefficients and leave `b`
    linarith
  · rintro rfl
    refine ⟨Polynomial.C (12 * a) * Polynomial.X - Polynomial.C a * Polynomial.X ^ 2,
      by compute_degree, fun F _ => ?_⟩
    simp only [Polynomial.eval_sub, Polynomial.eval_mul, Polynomial.eval_C,
      Polynomial.eval_X, Polynomial.eval_pow, shift]
    ring
```

## The octupole constant that a fit returns

For I = J = 3/2 we have K = x − 15/2, which takes the values −15/2, −11/2, −3/2, 9/2. The three terms of the energy become

A · K/2

B · [(3/2)K(K+1) − 225/8] / 36

C · [5K²(K/4 + 1) − (507/16)K − 1125/16] / (9/4).

Inserting the four values of K gives the coefficients, in the order F = 0, 1, 2, 3:

A: −15/4, −11/4, −3/4, 9/4

B: 5/4, 1/4, −3/4, 1/4

C: −35, 21, −7, 1.

```lean
/-- The first-order energies of the four hyperfine levels for `I = J = 3/2`. -/
theorem level_energies (A B C : ℝ) :
    hyperfineEnergy (3 / 2) (3 / 2) A B C 0 = -15 / 4 * A + 5 / 4 * B - 35 * C ∧
    hyperfineEnergy (3 / 2) (3 / 2) A B C 1 = -11 / 4 * A + 1 / 4 * B + 21 * C ∧
    hyperfineEnergy (3 / 2) (3 / 2) A B C 2 = -3 / 4 * A - 3 / 4 * B - 7 * C ∧
    hyperfineEnergy (3 / 2) (3 / 2) A B C 3 = 9 / 4 * A + 1 / 4 * B + C := by
  refine ⟨?_, ?_, ?_, ?_⟩ <;> simp only [hyperfineEnergy, casimirK, xF] <;> push_cast <;> ring
```

These three patterns and the constant pattern 1, 1, 1, 1 are mutually orthogonal under the weights 2F+1 = 1, 3, 5, 7. Write S₁ = 20a + 40b and S₂ = 36a + 216b for the two nonzero shifts, and W for the centroid. Projecting the four equations on each pattern gives

16W = 3S₁ + 5S₂ = 240a + 1200b

75A = −(33S₁ + 15S₂)/4 = −300a − 1140b

5B = (3S₁ − 15S₂)/4 = −120a − 780b

2800C = 63S₁ − 35S₂ = −5040b.

Hence W = 15a + 75b, A = −4a − 76b/5, B = −24a − 156b and C = −9b/5. The parameter a changes the centroid, A and B, but not C.

The theorem is an equivalence: these values fit all four levels, and no others do. One direction takes the four equations and lets `linarith` solve for each constant; the other substitutes the values and checks each level.

```lean
/-- A centroid `W` and constants `A`, `B`, `C` reproduce the shift `x(12-x)(a+bx)` at all four
levels for exactly one choice, in which the octupole constant is `C = -9b/5`. -/
theorem fit_iff (a b W A B C : ℝ) :
    (∀ F ≤ 3, W + hyperfineEnergy (3 / 2) (3 / 2) A B C F = shift a b F) ↔
      W = 15 * a + 75 * b ∧ A = -4 * a - 76 / 5 * b ∧ B = -24 * a - 156 * b ∧
        C = -(9 / 5) * b := by
  obtain ⟨e0, e1, e2, e3⟩ := level_energies A B C
  constructor
  · intro h
    have h0 := h 0 (by norm_num)
    have h1 := h 1 (by norm_num)
    have h2 := h 2 (by norm_num)
    have h3 := h 3 (by norm_num)
    rw [e0] at h0
    rw [e1] at h1
    rw [e2] at h2
    rw [e3] at h3
    simp only [shift, xF] at h0 h1 h2 h3
    push_cast at h0 h1 h2 h3
    refine ⟨?_, ?_, ?_, ?_⟩ <;> linarith
  · rintro ⟨rfl, rfl, rfl, rfl⟩ F hF
    interval_cases F
    · rw [e0]; simp only [shift, xF]; push_cast; ring
    · rw [e1]; simp only [shift, xF]; push_cast; ring
    · rw [e2]; simp only [shift, xF]; push_cast; ring
    · rw [e3]; simp only [shift, xF]; push_cast; ring
```

## Squaring the coupling

For F ≤ 3 the product x(12−x) is nonnegative, so the square root times itself gives it back. The product of two couplings, with strengths (d, q) and (d', q'), is therefore

x(12−x) · (d + q(x−5)) · (d' + q'(x−5)).

In Lean, `Real.mul_self_sqrt` removes the root, and `linear_combination` multiplies the resulting identity by the remaining factors.

```lean
/-- The product of two couplings at a level `F ≤ 3` is a polynomial in `x = F(F+1)`. -/
theorem coupling_mul (d q d' q' : ℝ) {F : ℕ} (hF : F ≤ 3) :
    coupling d q F * coupling d' q' F =
      xF F * (12 - xF F) * ((d + q * (xF F - 5)) * (d' + q' * (xF F - 5))) := by
  have h : 0 ≤ xF F * (12 - xF F) := by
    interval_cases F <;> norm_num [xF]
  have hs := Real.mul_self_sqrt h
  unfold coupling
  linear_combination ((d + q * (xF F - 5)) * (d' + q' * (xF F - 5))) * hs
```

The factor x − 5 separates the quadrupole part from the dipole part. Under the weights 2F+1 their overlap is

3 · 20 · (−3) + 5 · 36 · 1 = −180 + 180 = 0.

Couplings of different multipole rank must be orthogonal in this sense. Since only F = 1 and F = 2 contribute, this condition fixes the quadrupole pattern up to its scale, once the dipole pattern is given.

```lean
/-- The pure dipole and pure quadrupole couplings are orthogonal when each level is weighted
by its degeneracy `2F+1`. -/
theorem dipole_quadrupole_orthogonal :
    ∑ F ∈ range 4, (2 * (F : ℝ) + 1) * (coupling 1 0 F * coupling 0 1 F) = 0 := by
  have h : ∀ F ∈ range 4, (2 * (F : ℝ) + 1) * (coupling 1 0 F * coupling 0 1 F) =
      (2 * (F : ℝ) + 1) * (xF F * (12 - xF F) * (xF F - 5)) := by
    intro F hF
    rw [coupling_mul 1 0 0 1 (by have := mem_range.1 hF; omega)]
    ring
  rw [sum_congr rfl h]
  norm_num [Finset.sum_range_succ, xF]
```

Squaring the coupling gives

(d + q(x−5))² = d² + 2dq(x−5) + q²(x−5)².

The last term looks too high in degree for the form a + bx. But (x−5)² equals 9 at x = 2 and 1 at x = 6, and so does 13 − 2x. At x = 0 and x = 12 the prefactor x(12−x) vanishes, so the replacement is valid at all four levels:

a = (d² − 10dq + 13q²)/Δ

b = 2q(d − q)/Δ.

If q² is discarded as a small correction, b becomes 2dq/Δ. Pure quadrupole coupling, d = 0 with q ≠ 0, would then seem to leave no octupole signal, whereas it gives b = −2q²/Δ.

The proof squares the coupling with `coupling_mul` and then checks the identity level by level.

```lean
/-- At the four levels the model shift `mixingShift` has the form `x(12-x)(a+bx)`, with
`b = 2q(d-q)/Δ`. -/
theorem mixingShift_eq (d q Δ : ℝ) {F : ℕ} (hF : F ≤ 3) :
    mixingShift d q Δ F =
      shift ((d ^ 2 - 10 * d * q + 13 * q ^ 2) / Δ) (2 * q * (d - q) / Δ) F := by
  unfold mixingShift
  rw [sq, coupling_mul d q d q hF]
  -- `(x-5)²` and `13-2x` agree at the two levels that are shifted
  interval_cases F <;> simp only [shift, xF] <;> push_cast <;> ring
```

## When mixing looks like an octupole

Inserting this b into C = −9b/5 gives

ΔC = −(18/5) q(d − q).

The hypothesis `hΔ : Δ ≠ 0` says that the two fine-structure levels are not degenerate, as second-order perturbation theory requires. The hypothesis `h` says that W, A, B and C reproduce the mixing shift at every level. The proof rewrites that shift by `mixingShift_eq`, reads off C from `fit_iff` and clears the denominator.

```lean
/-- For `Δ ≠ 0`, a fit of the second-order shift by a centroid and constants `A`, `B`, `C`
returns an octupole constant with `Δ C = -(18/5) q (d-q)`. -/
theorem apparent_octupole {d q Δ W A B C : ℝ} (hΔ : Δ ≠ 0)
    (h : ∀ F ≤ 3, W + hyperfineEnergy (3 / 2) (3 / 2) A B C F = mixingShift d q Δ F) :
    Δ * C = -(18 / 5) * q * (d - q) := by
  obtain ⟨-, -, -, hC⟩ :=
    (fit_iff _ _ W A B C).1 (fun F hF => (h F hF).trans (mixingShift_eq d q Δ hF))
  have hi : Δ * Δ⁻¹ = 1 := mul_inv_cancel₀ hΔ
  rw [hC, div_eq_mul_inv (2 * q * (d - q)) Δ]
  linear_combination (-(18 / 5) * q * (d - q)) * hi
```

The spurious constant vanishes when q = 0, which is pure dipole coupling, or when q = d. In the second case V(1) = −2√20 · d and V(2) = 12d. The squares are four times those of pure dipole coupling with the same d, so the shifts have the same pattern. This equality of strengths refers to the normalisation of q by the factor x − 5.

The last theorem states the same condition for the quadratic pattern. It transfers `IsQuadratic` between the mixing shift and the form x(12−x)(a+bx), applies the first equivalence, and solves 2q(d − q)/Δ = 0 using Δ ≠ 0.

```lean
/-- For `Δ ≠ 0`, the second-order shift is quadratic in `F(F+1)` on the four levels if and only
if the quadrupole strength `q` vanishes or equals the dipole strength `d`. -/
theorem mixingShift_isQuadratic_iff {d q Δ : ℝ} (hΔ : Δ ≠ 0) :
    IsQuadratic (mixingShift d q Δ) ↔ q = 0 ∨ q = d := by
  have key : IsQuadratic (mixingShift d q Δ) ↔
      IsQuadratic (shift ((d ^ 2 - 10 * d * q + 13 * q ^ 2) / Δ) (2 * q * (d - q) / Δ)) := by
    constructor
    · rintro ⟨p, hp, h⟩
      exact ⟨p, hp, fun F hF => (h F hF).trans (mixingShift_eq d q Δ hF)⟩
    · rintro ⟨p, hp, h⟩
      exact ⟨p, hp, fun F hF => (h F hF).trans (mixingShift_eq d q Δ hF).symm⟩
  rw [key, shift_isQuadratic_iff, div_eq_zero_iff]
  constructor
  · rintro (h | h)
    · rcases mul_eq_zero.1 h with h | h
      · left; linarith
      · right; linarith
    · exact absurd h hΔ
  · rintro (rfl | rfl) <;> left <;> ring

end

end HyperfineOctupoleMimicry
```

```lean
#print axioms HyperfineOctupoleMimicry.dipole_quadrupole_orthogonal
#print axioms HyperfineOctupoleMimicry.apparent_octupole
#print axioms HyperfineOctupoleMimicry.mixingShift_isQuadratic_iff
```

```
'HyperfineOctupoleMimicry.dipole_quadrupole_orthogonal' depends on axioms: [propext, Classical.choice, Quot.sound]
'HyperfineOctupoleMimicry.apparent_octupole' depends on axioms: [propext, Classical.choice, Quot.sound]
'HyperfineOctupoleMimicry.mixingShift_isQuadratic_iff' depends on axioms: [propext, Classical.choice, Quot.sound]
```
